# The lattice of an $(n,m)$ nanotube is $\mathbb Z\times\mathbb Z/N$ with $N=\gcd(n,m)$, generated by a screw and a rotation

To compute the bands of a carbon nanotube from the two-atom cell of graphene, one can label each cell by a number $h$ of screw steps and a number $r$ of rotation steps, and give a hop by $(h,r)$ the phase $e^{i(\kappa h+2\pi\ell r/N)}$. Here $\kappa$ is a real number, the phase per screw step, and $\ell=0,\dots,N-1$ labels the behaviour under rotation. This requires that planar vectors landing on the same cell get the same $h$ and the same $r$ modulo $N$, and that every cell gets a label. Both hold for $(n,m)\neq(0,0)$, as shown below. Take an ideal, infinite tube with a spin-independent one-electron Hamiltonian that respects these operations, and let the orbitals of each cell be those of the reference cell carried along by them. Then the labels reduce the band problem to one two-atom cell.

In Lean 4 with Mathlib:

```lean
import Mathlib

namespace NanotubeHelicalSymmetry
```

## Rolling up the plane

Write a planar lattice vector as $v=(v_1,v_2)$, its integer coordinates in the two primitive vectors. Rolling up along the chiral vector $C=(n,m)$ identifies $v$ with $v+kC$ for every integer $k$. The tube lattice is therefore the quotient group $\mathbb Z^2/\mathbb ZC$.

```lean
/-- The lattice of a nanotube: the planar lattice `ℤ²` rolled up along the chiral vector
`(n, m)`, so that vectors differing by a multiple of `(n, m)` are identified. -/
abbrev TubeLattice (n m : ℤ) : Type :=
  (ℤ × ℤ) ⧸ AddSubgroup.zmultiples ((n, m) : ℤ × ℤ)
```

An element of `TubeLattice n m` is a two-atom cell of the tube, or equally the operation that carries the reference cell there. The model contains no lengths or angles, no positions of atoms within the cell, and no symmetries beyond those inherited from planar translations. Mirror planes and twofold axes perpendicular to the tube are thus left out. The projection from plane to tube is `onTube`.

```lean
/-- Rolling up: the map from planar lattice vectors to the tube. -/
def onTube (n m : ℤ) : ℤ × ℤ →+ TubeLattice n m :=
  QuotientAddGroup.mk' _
```

## The rotation vector and the two coordinates

Let $N=\gcd(n,m)$. Since $N$ divides both integers, $R=(n/N,m/N)$ is a lattice vector. It spans one $N$th of the circumference, so on the tube it is a rotation by $2\pi/N$.

```lean
/-- The rotation vector `(n/N, m/N)` with `N = gcd(n, m)`, for `(n, m)` not both zero. -/
def rotation (n m : ℤ) : ℤ × ℤ :=
  (n / (Int.gcd n m : ℤ), m / (Int.gcd n m : ℤ))
```

A screw vector is any $p=(p_1,p_2)$ with $p_2n-p_1m=N$. The sign fixes the sense in which it advances along the axis. Suppose $v=hp+rR$ and $p_2R_1-p_1R_2=1$, which is proved below. Taking determinants with $R$ and with $p$ gives

$$h=R_1v_2-R_2v_1,\qquad r=p_2v_1-p_1v_2 .$$

Both are linear in $v$. The homomorphism `helicalMap` returns $h$ as an integer and $r$ modulo $N$.

```lean
/-- Helical coordinates of a planar lattice vector. If `(n, m)` is not `(0, 0)` and `p` satisfies
`p₂ n - p₁ m = N` with `N = gcd(n, m)`, they are the number of screw steps `p` and the number of
rotation steps modulo `N`. -/
def helicalMap (n m : ℤ) (p : ℤ × ℤ) : ℤ × ℤ →+ ℤ × ZMod (Int.gcd n m) :=
  AddMonoidHom.mk'
    (fun v => ((rotation n m).1 * v.2 - (rotation n m).2 * v.1,
      ((p.2 * v.1 - p.1 * v.2 : ℤ) : ZMod (Int.gcd n m))))
    (by
      intro v w
      refine Prod.ext ?_ ?_
      · simp only [Prod.fst_add, Prod.snd_add]
        ring
      · simp only [Prod.fst_add, Prod.snd_add]
        push_cast
        ring)
```

## When two vectors reach the same cell

Every cell of the tube comes from some planar vector, because the projection onto a quotient is surjective.

```lean
theorem onTube_surjective (n m : ℤ) : Function.Surjective (onTube n m) :=
  QuotientAddGroup.mk'_surjective _
```

Two vectors $v,w$ give the same cell exactly when $w-v\in\mathbb ZC$, that is, when $w=v+kC$ for some integer $k$.

```lean
/-- Two planar lattice vectors give the same cell of the tube exactly when they differ by an integer
multiple of the chiral vector. -/
theorem onTube_eq_iff (n m : ℤ) (v w : ℤ × ℤ) :
    onTube n m v = onTube n m w ↔ ∃ k : ℤ, w = v + k • ((n, m) : ℤ × ℤ) := by
  refine (QuotientAddGroup.eq (s := AddSubgroup.zmultiples ((n, m) : ℤ × ℤ))).trans ?_
  rw [AddSubgroup.mem_zmultiples_iff]
  constructor
  · rintro ⟨k, hk⟩
    exact ⟨k, by rw [hk, add_neg_cancel_left]⟩
  · rintro ⟨k, hk⟩
    exact ⟨k, by rw [hk, neg_add_cancel_left]⟩
```

## A screw vector from Bézout's identity

The extended Euclidean algorithm gives integers $a,b$ with $na+mb=N$. Then $p=(-b,a)$ satisfies $p_2n-p_1m=an+bm=N$.

```lean
/-- Every chiral vector admits a screw vector `p` with `p₂ n - p₁ m = gcd(n, m)`. -/
theorem exists_screw (n m : ℤ) : ∃ p : ℤ × ℤ, p.2 * n - p.1 * m = Int.gcd n m := by
  refine ⟨(-Int.gcdB n m, Int.gcdA n m), ?_⟩
  have h := Int.gcd_eq_gcd_ab n m
  dsimp only
  linear_combination -h
```

## A cell of unit determinant

By exact division, $NR_1=n$ and $NR_2=m$, so $C=NR$.

```lean
/-- The chiral vector is `gcd(n, m)` times the rotation vector. -/
theorem gcd_mul_rotation (n m : ℤ) :
    (Int.gcd n m : ℤ) * (rotation n m).1 = n ∧ (Int.gcd n m : ℤ) * (rotation n m).2 = m :=
  ⟨Int.mul_ediv_cancel' (Int.gcd_dvd_left ..), Int.mul_ediv_cancel' (Int.gcd_dvd_right ..)⟩
```

Hence

$$N(p_2R_1-p_1R_2)=p_2n-p_1m=N .$$

As $(n,m)\neq(0,0)$, we have $N\neq0$, and cancelling it leaves $p_2R_1-p_1R_2=1$. In the code, `h0` is the condition on $(n,m)$ and `hp` is the screw equation. The tactic `linear_combination` checks an identity by adding multiples of known equations.

```lean
section Screw

variable {n m : ℤ} {p : ℤ × ℤ}

/-- The rotation and screw vectors span a cell of unit determinant. -/
theorem det_rotation_screw (h0 : (n, m) ≠ (0, 0)) (hp : p.2 * n - p.1 * m = Int.gcd n m) :
    p.2 * (rotation n m).1 - p.1 * (rotation n m).2 = 1 := by
  obtain ⟨g1, g2⟩ := gcd_mul_rotation n m
  have hN : (Int.gcd n m : ℤ) ≠ 0 := by
    intro h
    have h' := Int.gcd_eq_zero_iff.1 (Int.natCast_eq_zero.1 h)
    exact h0 (Prod.ext h'.1 h'.2)
  apply mul_left_cancel₀ hN
  linear_combination p.2 * g1 - p.1 * g2 + hp
```

## Screw and rotation form a basis

With $h$ and $r$ as above, the first component of $hp+rR$ is

$$(R_1v_2-R_2v_1)p_1+(p_2v_1-p_1v_2)R_1=v_1(p_2R_1-p_1R_2)=v_1,$$

and the second is $v_2$ in the same way. Conversely, if $v=hp+rR$, then

$$R_1v_2-R_2v_1=h(p_2R_1-p_1R_2)=h,\qquad p_2v_1-p_1v_2=r(p_2R_1-p_1R_2)=r,$$

so the coefficients are unique. The pair `c` in the statement is $(h,r)$.

```lean
/-- The screw and rotation vectors form a basis of the planar lattice: every lattice vector is
an integer combination of them in exactly one way. -/
theorem screw_rotation_basis (h0 : (n, m) ≠ (0, 0))
    (hp : p.2 * n - p.1 * m = Int.gcd n m) (v : ℤ × ℤ) :
    ∃! c : ℤ × ℤ, v = c.1 • p + c.2 • rotation n m := by
  have hd := det_rotation_screw h0 hp
  refine ⟨((rotation n m).1 * v.2 - (rotation n m).2 * v.1, p.2 * v.1 - p.1 * v.2), ?_, ?_⟩
  · refine Prod.ext ?_ ?_ <;>
      simp only [Prod.fst_add, Prod.snd_add, Prod.smul_fst, Prod.smul_snd, smul_eq_mul]
    · linear_combination -v.1 * hd
    · linear_combination -v.2 * hd
  · rintro ⟨h, r⟩ hv
    have hv' : v = h • p + r • rotation n m := hv
    have h1 := congrArg Prod.fst hv'
    have h2 := congrArg Prod.snd hv'
    simp only [Prod.fst_add, Prod.snd_add, Prod.smul_fst, Prod.smul_snd, smul_eq_mul] at h1 h2
    refine Prod.ext ?_ ?_ <;> dsimp only
    · linear_combination -(rotation n m).1 * h2 + (rotation n m).2 * h1 - h * hd
    · linear_combination -p.2 * h1 + p.1 * h2 - r * hd
```

## Which vectors have vanishing labels

If $h=0$ and $r=kN$, then $v=kNR=kC$. Conversely, $C=NR$ has coordinates $(0,N)$, which become $(0,0)$ once $r$ is taken modulo $N$, and so do those of all its multiples. The kernel of the label map is therefore exactly the subgroup divided out in rolling up.

```lean
/-- The planar vectors with vanishing helical coordinates are exactly the integer multiples of
the chiral vector. -/
theorem helicalMap_ker (h0 : (n, m) ≠ (0, 0)) (hp : p.2 * n - p.1 * m = Int.gcd n m) :
    (helicalMap n m p).ker = AddSubgroup.zmultiples ((n, m) : ℤ × ℤ) := by
  have hd := det_rotation_screw h0 hp
  obtain ⟨g1, g2⟩ := gcd_mul_rotation n m
  ext v
  rw [AddMonoidHom.mem_ker, AddSubgroup.mem_zmultiples_iff]
  constructor
  · intro hv
    have h1 : (rotation n m).1 * v.2 - (rotation n m).2 * v.1 = 0 := congrArg Prod.fst hv
    have h2 : ((p.2 * v.1 - p.1 * v.2 : ℤ) : ZMod (Int.gcd n m)) = 0 := congrArg Prod.snd hv
    obtain ⟨k, hk⟩ := (CharP.intCast_eq_zero_iff _ (Int.gcd n m) _).1 h2
    refine ⟨k, Prod.ext ?_ ?_⟩ <;> simp only [Prod.smul_fst, Prod.smul_snd, smul_eq_mul]
    · linear_combination -k * g1 - (rotation n m).1 * hk + v.1 * hd - p.1 * h1
    · linear_combination -k * g2 - (rotation n m).2 * hk + v.2 * hd - p.2 * h1
  · rintro ⟨k, rfl⟩
    have hc : helicalMap n m p (n, m) = 0 := by
      refine Prod.ext ?_ ?_
      · show (rotation n m).1 * m - (rotation n m).2 * n = 0
        linear_combination -(rotation n m).1 * g2 + (rotation n m).2 * g1
      · show ((p.2 * n - p.1 * m : ℤ) : ZMod (Int.gcd n m)) = 0
        exact (CharP.intCast_eq_zero_iff _ (Int.gcd n m) _).2 ⟨1, by linear_combination hp⟩
    rw [map_zsmul, hc, smul_zero]
```

## The isomorphism and its uniqueness

The coordinates of $R$ are $(0,1)$ and those of $p$ are $(1,0)$. The label map is surjective, since $ap+tR$ has label $(a,t\bmod N)$. By the first isomorphism theorem it induces an isomorphism

$$\mathbb Z^2/\mathbb ZC\;\cong\;\mathbb Z\times\mathbb Z/N .$$

Any other isomorphism $e'$ with the same values on $R$ and $p$ satisfies, for $v=hp+rR$,

$$e'([v])=h\,(1,0)+r\,(0,1)=(h,r\bmod N),$$

and so coincides with it.

In the theorem, `≃+` is an isomorphism of additive groups and `∃!` says that exactly one has the two stated values. For $N>1$ it depends on the chosen $p$: the vector $p+kR$ is also a valid screw, and using it replaces $r$ by $r-kh$ modulo $N$, which is a different labelling unless $N$ divides $k$. In the proof, `hr`, `hs` and `hsurj` are the two values and the surjectivity, and the last block is the uniqueness argument. For $N=1$ the second factor is trivial and $R=C$ acts as the identity.

```lean
/-- **Helical symmetry of a nanotube.** The tube lattice is isomorphic to `ℤ × ZMod N` with
`N = gcd(n, m)`, by exactly one isomorphism that sends the rotation vector to `(0, 1)` and the
screw vector to `(1, 0)`. -/
theorem tubeLattice_equiv (h0 : (n, m) ≠ (0, 0)) (hp : p.2 * n - p.1 * m = Int.gcd n m) :
    ∃! e : TubeLattice n m ≃+ ℤ × ZMod (Int.gcd n m),
      e (onTube n m (rotation n m)) = (0, 1) ∧ e (onTube n m p) = (1, 0) := by
  have hd := det_rotation_screw h0 hp
  have hr : helicalMap n m p (rotation n m) = (0, 1) := by
    refine Prod.ext ?_ ?_
    · show (rotation n m).1 * (rotation n m).2 - (rotation n m).2 * (rotation n m).1 = 0
      ring
    · show ((p.2 * (rotation n m).1 - p.1 * (rotation n m).2 : ℤ) : ZMod (Int.gcd n m)) = 1
      rw [hd, Int.cast_one]
  have hs : helicalMap n m p p = (1, 0) := by
    refine Prod.ext ?_ ?_
    · show (rotation n m).1 * p.2 - (rotation n m).2 * p.1 = 1
      linear_combination hd
    · show ((p.2 * p.1 - p.1 * p.2 : ℤ) : ZMod (Int.gcd n m)) = 0
      rw [show p.2 * p.1 - p.1 * p.2 = 0 by ring, Int.cast_zero]
  have hsurj : Function.Surjective (helicalMap n m p) := by
    rintro ⟨a, b⟩
    obtain ⟨t, rfl⟩ := ZMod.intCast_surjective b
    refine ⟨a • p + t • rotation n m, ?_⟩
    rw [map_add, map_zsmul, map_zsmul, hr, hs]
    simp
  -- first isomorphism theorem for the helical coordinates
  refine ⟨(QuotientAddGroup.quotientAddEquivOfEq (helicalMap_ker h0 hp).symm).trans
    (QuotientAddGroup.quotientKerEquivOfSurjective (helicalMap n m p) hsurj), ⟨hr, hs⟩, ?_⟩
  -- an isomorphism is fixed by its values on the basis
  rintro e' ⟨h1, h2⟩
  refine AddEquiv.ext fun x => ?_
  obtain ⟨v, rfl⟩ := onTube_surjective n m x
  obtain ⟨c, hc⟩ := (screw_rotation_basis h0 hp v).exists
  have hv : e' (onTube n m v) = helicalMap n m p v := by
    rw [hc]
    simp only [map_add, map_zsmul, h1, h2, hr, hs]
  exact hv
```

## One label for each cell

Each class modulo $N$ has one representative with $0\le r<N$. Applying the isomorphism to $x=h[p]+r[R]$ gives $(h,r\bmod N)$, which determines $h$ and this representative. Conversely, for any cell $x$, take $h$ and $r$ from its image under the isomorphism. Then $h[p]+r[R]$ has the same image as $x$, and so equals $x$. Here `c.1` is $h$, an integer of either sign, and `c.2` is the natural number $r$.

```lean
/-- Every cell of the tube is reached by a unique number `h` of screw steps and a unique number `r`
of rotation steps with `0 ≤ r < gcd(n, m)`. -/
theorem unique_helical_label (h0 : (n, m) ≠ (0, 0))
    (hp : p.2 * n - p.1 * m = Int.gcd n m) (x : TubeLattice n m) :
    ∃! c : ℤ × ℕ, c.2 < Int.gcd n m ∧
      x = c.1 • onTube n m p + c.2 • onTube n m (rotation n m) := by
  obtain ⟨e, ⟨hr, hs⟩, -⟩ := tubeLattice_equiv h0 hp
  have : NeZero (Int.gcd n m) :=
    ⟨fun h => h0 (Prod.ext (Int.gcd_eq_zero_iff.1 h).1 (Int.gcd_eq_zero_iff.1 h).2)⟩
  have key : ∀ (a : ℤ) (b : ℕ), e (a • onTube n m p + b • onTube n m (rotation n m))
      = (a, (b : ZMod (Int.gcd n m))) := by
    intro a b
    rw [map_add, map_zsmul, map_nsmul, hr, hs]
    simp
  refine ⟨((e x).1, (e x).2.val), ⟨ZMod.val_lt _, e.injective ?_⟩, ?_⟩
  · have hx : ((e x).1, (((e x).2.val : ℕ) : ZMod (Int.gcd n m))) = e x :=
      Prod.ext rfl (ZMod.natCast_zmod_val (e x).2)
    exact ((key (e x).1 (e x).2.val).trans hx).symm
  · rintro ⟨a, b⟩ ⟨hb, hx⟩
    have hk : e x = (a, (b : ZMod (Int.gcd n m))) := by
      rw [hx]
      exact key a b
    rw [hk]
    exact Prod.ext rfl (ZMod.val_natCast_of_lt hb).symm

end Screw
```

## Labels and bands of the $(4,2)$ tube

Here $N=2$ and $R=(2,1)$. The vector $p=(1,1)$ is a screw, since $1\cdot4-1\cdot2=2$. The labels are

$$h=2v_2-v_1,\qquad r=v_1-v_2 \pmod 2 .$$

The vector $(0,1)$ has $h=2$ and $r=-1\equiv1$. Indeed $2p+R=(4,3)=(0,1)+C$, which is the same cell.

A program can obtain $p$ from the extended Euclidean algorithm, compute $(h,r)$ for each neighbouring cell and add the hopping with its phase. Take primitive vectors $60^\circ$ apart, one orbital per atom, zero on-site energy, an orthogonal basis and a uniform nearest-neighbour hopping $t$. Let the B atom of each cell be displaced from its A atom by one third of the sum of the two primitive vectors. An A atom then has its B neighbours in cells $(0,0)$, $(-1,0)$ and $(0,-1)$, with labels $(0,0)$, $(1,1)$ and $(-2,1)$. The off-diagonal element of the $2\times2$ Hamiltonian is

$$f_\ell(\kappa)=t\left[1+(-1)^\ell\left(e^{i\kappa}+e^{-2i\kappa}\right)\right],\qquad \ell=0,1,$$

and the bands are $\pm|f_\ell(\kappa)|$.

## When one screw generates every cell

Suppose the class of a single vector $v$ generates the tube lattice. Then there are integers $k,l,i,j$ with

$$kv=(1,0)+iC,\qquad lv=(0,1)+jC .$$

Solve these for the two unit vectors and take their determinant:

$$1=\det(kv-iC,\;lv-jC)=(il-kj)(v_1m-v_2n).$$

Since $N$ divides $n$ and $m$, it divides the right-hand side, so $N=1$.

Conversely, let $N=1$ and choose $p$ with $p_2n-p_1m=1$. For any $v$,

$$(nv_2-mv_1)\,p=v-(p_2v_1-p_1v_2)\,C,$$

so a multiple of $p$ reaches the cell of $v$. The theorem needs no condition on $(n,m)$: for $(0,0)$ the gcd is $0$, and the unrolled plane has no single generator. In the code, `e1` is the determinant identity and `hdvd` the divisibility. The $(4,2)$ tube, with $N=2$, needs a second generator besides its screw, for example the rotation.

```lean
/-- A single operation generates the whole tube lattice exactly when `n` and `m` are
coprime. -/
theorem single_generator_iff (n m : ℤ) :
    (∃ s : TubeLattice n m, ∀ x, ∃ k : ℤ, x = k • s) ↔ Int.gcd n m = 1 := by
  constructor
  · rintro ⟨s, hs⟩
    obtain ⟨v, rfl⟩ := onTube_surjective n m s
    obtain ⟨k, hk⟩ := hs (onTube n m (1, 0))
    obtain ⟨l, hl⟩ := hs (onTube n m (0, 1))
    rw [← map_zsmul (onTube n m), onTube_eq_iff] at hk hl
    obtain ⟨i, hi⟩ := hk
    obtain ⟨j, hj⟩ := hl
    have a1 : k * v.1 = 1 + i * n := by simpa using congrArg Prod.fst hi
    have a2 : k * v.2 = i * m := by simpa using congrArg Prod.snd hi
    have a4 : l * v.2 = 1 + j * m := by simpa using congrArg Prod.snd hj
    -- the determinant of `v` and `(n, m)` divides one, and the gcd divides it
    have e1 : 1 = (i * l - k * j) * (v.1 * m - v.2 * n) := by
      linear_combination -(l * v.2 - j * m) * a1 - a4 + (l * v.1 - j * n) * a2
    have hdvd : (Int.gcd n m : ℤ) ∣ (i * l - k * j) * (v.1 * m - v.2 * n) :=
      Dvd.dvd.mul_left (dvd_sub (Dvd.dvd.mul_left (Int.gcd_dvd_right ..) _)
        (Dvd.dvd.mul_left (Int.gcd_dvd_left ..) _)) _
    rw [← e1] at hdvd
    exact Nat.dvd_one.1 (by exact_mod_cast hdvd)
  · intro hg
    obtain ⟨p, hp⟩ := exists_screw n m
    rw [hg, Nat.cast_one] at hp
    refine ⟨onTube n m p, fun x => ?_⟩
    obtain ⟨v, rfl⟩ := onTube_surjective n m x
    refine ⟨n * v.2 - m * v.1, ?_⟩
    rw [← map_zsmul (onTube n m), onTube_eq_iff]
    refine ⟨-(p.2 * v.1 - p.1 * v.2), Prod.ext ?_ ?_⟩ <;>
      simp only [Prod.fst_add, Prod.snd_add, Prod.smul_fst, Prod.smul_snd, smul_eq_mul]
    · linear_combination v.1 * hp
    · linear_combination v.2 * hp

end NanotubeHelicalSymmetry
```

```lean
#print axioms NanotubeHelicalSymmetry.tubeLattice_equiv
-- 'NanotubeHelicalSymmetry.tubeLattice_equiv' depends on axioms: [propext, Classical.choice, Quot.sound]
#print axioms NanotubeHelicalSymmetry.unique_helical_label
-- 'NanotubeHelicalSymmetry.unique_helical_label' depends on axioms: [propext, Classical.choice, Quot.sound]
#print axioms NanotubeHelicalSymmetry.single_generator_iff
-- 'NanotubeHelicalSymmetry.single_generator_iff' depends on axioms: [propext, Classical.choice, Quot.sound]
```
